# High-frequency coefficients of the refractive index, inverse permittivity and reflection amplitude for a free-electron tail

Light whose frequency lies far above every resonance of a material shakes the electrons as if they were free. The relative permittivity then approaches its vacuum value 1, and the leading deviation falls off as the inverse square of the frequency, with a strength set by the electron density. The same response may, however, be expressed by the refractive index, the inverse permittivity or the reflection amplitude instead of the permittivity. Each of these also approaches its vacuum value, and the question is with what strength.

Let $\varepsilon(w)$ be a complex function of the real frequency $w$. The assumption on the material is
$$w^2(\varepsilon(w)-1)\to -P \qquad (w\to+\infty).$$
It stands for the free-electron response just described. Physically $P$ is the squared plasma frequency, which is positive and proportional to the density of all the electrons; the mathematics allows any complex $P$. The model is a scalar, local, non-magnetic medium.

```lean
import Mathlib

open Filter Topology

namespace HighFrequencySumRules

noncomputable section
```

A function $f$ of frequency has coefficient $c$ if $w^2f(w)\to c$. In Lean this is `HasTail f c`, where `atTop` means $w\to+\infty$ and `𝓝 c` means convergence to $c$. The assumption above reads `HasTail (fun w => eps w - 1) (-P)`.

```lean
/-- The function `f` of real frequency has high-frequency coefficient `c`:
`w² f(w)` tends to `c` as `w` tends to infinity. -/
def HasTail (f : ℝ → ℂ) (c : ℂ) : Prop :=
  Tendsto (fun w : ℝ => (w : ℂ) ^ 2 * f w) atTop (𝓝 c)
```

The refractive index $n$ is the principal square root of $\varepsilon$, written as a complex power. With the time dependence $e^{-iwt}$, a passive medium has $\operatorname{Im}\varepsilon\ge 0$ at $w>0$. This root then has $\operatorname{Re}n\ge0$ and $\operatorname{Im}n\ge 0$, so a wave travelling into the medium does not grow.

```lean
/-- The complex refractive index: the principal square root of the permittivity. -/
def refractiveIndex (z : ℂ) : ℂ := z ^ (2⁻¹ : ℂ)
```

For a medium that fills a half-space behind a sharp, flat surface, the reflection amplitude at normal incidence from vacuum is $r=(1-n)/(1+n)$, in the sign convention for the electric field. Reflection from the back face of a slab and a gradual surface profile are left out.

```lean
/-- The normal-incidence reflection amplitude `(1 - n) / (1 + n)` of a medium of
refractive index `n ≠ -1`, seen from vacuum. -/
def reflectionAmplitude (n : ℂ) : ℂ := (1 - n) / (1 + n)
```

A concrete material is the damped Lorentz oscillator with real strength $P$, resonance frequency $w_0$ and damping $\gamma$:
$$\varepsilon(w)=1+\frac{P}{w_0^2-w^2-i\gamma w}.$$
The sign of the damping term belongs to the time dependence $e^{-iwt}$. Lean sets a quotient with zero denominator to zero, which can matter here only at isolated frequencies and never in the limit.

```lean
/-- The permittivity of a damped Lorentz oscillator with strength `P`, resonance `w0` and
damping `γ`, at frequencies where `w0² - w² - iγw` is non-zero. -/
def lorentzPermittivity (P w0 γ w : ℝ) : ℂ :=
  1 + (P : ℂ) / ((w0 : ℂ) ^ 2 - (w : ℂ) ^ 2 - Complex.I * γ * w)
```

## (a) The inverse frequency as a small parameter

Show that, as a complex number,
$$\frac1w\to 0\qquad (w\to+\infty).$$

For any $\delta>0$, every $w>1/\delta$ gives $|1/w|<\delta$. Lean takes this limit for real numbers and composes it with the continuous embedding of the reals in the complex plane.

```lean
/-- The inverse frequency, as a complex number, tends to zero at high frequency. -/
theorem tendsto_inv_frequency :
    Tendsto (fun w : ℝ => (w : ℂ)⁻¹) atTop (𝓝 0) := by
  have h := (Complex.continuous_ofReal.tendsto 0).comp (tendsto_inv_atTop_zero (𝕜 := ℝ))
  rw [Complex.ofReal_zero] at h
  exact h.congr fun w => Complex.ofReal_inv w
```

## (b) The permittivity approaches its vacuum value

Show that the assumption on $w^2(\varepsilon-1)$ forces
$$\varepsilon(w)\to1.$$

For $w>0$,
$$\varepsilon(w)=1+\big[w^2(\varepsilon(w)-1)\big]\left(\frac1w\right)^2 .$$
The bracket tends to $-P$ and the last factor to 0, so the right side tends to $1-P\cdot0=1$. In the proof, `h1` is the limit of the right side, `filter_upwards` restricts attention to $w>0$, and `linear_combination` verifies the identity.

```lean
/-- A permittivity for which `w² (ε - 1)` has a finite limit tends to its vacuum value 1. -/
theorem permittivity_tendsto_one {eps : ℝ → ℂ} {P : ℂ}
    (h : HasTail (fun w => eps w - 1) (-P)) : Tendsto eps atTop (𝓝 1) := by
  unfold HasTail at h
  have h1 := (h.mul (tendsto_inv_frequency.pow 2)).add_const 1
  rw [show -P * 0 ^ 2 + 1 = (1 : ℂ) by ring] at h1
  refine h1.congr' ?_
  filter_upwards [eventually_gt_atTop (0 : ℝ)] with w hw
  have hw' : (w : ℂ) ≠ 0 := by exact_mod_cast hw.ne'
  have e : (w : ℂ) ^ 2 * ((w : ℂ)⁻¹) ^ 2 = 1 := by
    rw [← mul_pow, mul_inv_cancel₀ hw', one_pow]
  linear_combination (eps w - 1) * e
```

## (c) Any differentiable optical function

Let $g$ be complex differentiable at $1$ with derivative $g'$. Show that
$$w^2\big(g(\varepsilon(w))-g(1)\big)\to -g'P .$$

Define the difference quotient
$$q(z)=\frac{g(z)-g(1)}{z-1}\quad(z\ne1),\qquad q(1)=g'.$$
Differentiability makes $q$ continuous at 1, so (b) gives $q(\varepsilon(w))\to g'$. The value at $z=1$ is filled in because $\varepsilon(w)$ may equal 1 at some frequencies. For every $z$ we have $g(z)-g(1)=(z-1)q(z)$, hence
$$w^2\big(g(\varepsilon)-g(1)\big)=w^2(\varepsilon-1)\,q(\varepsilon)\to -P g'.$$

Lean's name for $q$ is `dslope g 1`. The step `hd` is its limit, `hm` is the limit of the product, and `sub_smul_dslope` supplies the factorisation. The hypothesis `HasDerivAt g g' 1` says that $g$ has complex derivative $g'$ at 1.

```lean
/-- If `w² (ε - 1)` tends to `-P`, every optical function `g(ε)` that is complex differentiable at
`ε = 1` satisfies `w² (g(ε) - g(1)) → -g'(1) P`. -/
theorem optical_function_tail {eps : ℝ → ℂ} {P : ℂ} {g : ℂ → ℂ} {g' : ℂ}
    (h : HasTail (fun w => eps w - 1) (-P)) (hg : HasDerivAt g g' 1) :
    HasTail (fun w => g (eps w) - g 1) (-(g' * P)) := by
  -- the difference quotient of `g` at the vacuum value tends to `g'`
  have hd : Tendsto (fun w => dslope g 1 (eps w)) atTop (𝓝 g') := by
    have hc := (continuousAt_dslope_same.2 hg.differentiableAt).tendsto.comp
      (permittivity_tendsto_one h)
    rw [dslope_same, hg.deriv] at hc
    exact hc
  unfold HasTail at h ⊢
  have hm := h.mul hd
  rw [show -(g' * P) = -P * g' by ring]
  refine hm.congr fun w => ?_
  have e := sub_smul_dslope g 1 (eps w)
  rw [smul_eq_mul] at e
  linear_combination (w : ℂ) ^ 2 * e
```

## (d) The index squares to the permittivity

Show that for every complex $z$ the principal root $n(z)$ satisfies
$$n(z)^2=z .$$

For $z\neq0$, $n(z)=\exp(\tfrac12\log z)$, whose square is $\exp(\log z)=z$. For $z=0$ both sides vanish. The Mathlib lemma `Complex.cpow_nat_inv_pow` states this for every root of positive integer order, and the proof takes order 2.

```lean
/-- The square of the refractive index is the permittivity. -/
theorem refractiveIndex_sq (z : ℂ) : refractiveIndex z ^ 2 = z := by
  simpa only [refractiveIndex, Nat.cast_ofNat] using
    Complex.cpow_nat_inv_pow z (n := 2) two_ne_zero
```

## (e) The tail of the refractive index

Show that
$$w^2(\varepsilon-1)\to-P\quad\Longleftrightarrow\quad w^2(n-1)\to-\frac P2 .$$

From left to right, use (c) with $g(z)=z^{1/2}$. The principal root is differentiable away from its cut along the negative real axis, and $g'(z)=\tfrac12z^{-1/2}$, so $g(1)=1$ and $g'(1)=\tfrac12$. The limit is $-P/2$.

From right to left, use (c) again, with $n$ in the place of $\varepsilon$, $P/2$ in the place of $P$, and $g(n)=n^2$. Since $g'(1)=2$,
$$w^2(n^2-1)\to-2\cdot\frac P2=-P,$$
and $n^2=\varepsilon$ by (d). A measured tail of the index therefore fixes that of the permittivity.

In the code, `Complex.one_mem_slitPlane` says that 1 lies off the cut, `hn` is the derivative of the root, and `hs` that of the square.

The index could also have been modelled as any function with $n^2=\varepsilon$ and $n\to1$. Then $n-1=(\varepsilon-1)/(n+1)$ holds at high frequency and gives the forward limit without complex powers, but $n\to1$ becomes an assumption, where the principal root delivers it.

```lean
/-- `w² (ε - 1)` tends to `-P` exactly when `w² (n - 1)` tends to `-P/2`. -/
theorem refractiveIndex_tail_iff {eps : ℝ → ℂ} {P : ℂ} :
    HasTail (fun w => eps w - 1) (-P) ↔
      HasTail (fun w => refractiveIndex (eps w) - 1) (-(P / 2)) := by
  constructor
  · intro h
    have hd : HasDerivAt (fun z : ℂ => z ^ (2⁻¹ : ℂ))
        (2⁻¹ * 1 ^ ((2⁻¹ : ℂ) - 1) * 1) 1 :=
      (hasDerivAt_id' (1 : ℂ)).cpow_const Complex.one_mem_slitPlane
    have hn : HasDerivAt refractiveIndex 2⁻¹ 1 :=
      hd.congr_deriv (by rw [Complex.one_cpow]; ring)
    have h1 : refractiveIndex 1 = 1 := Complex.one_cpow _
    have ht := optical_function_tail h hn
    rw [h1, show -(2⁻¹ * P) = -(P / 2) by ring] at ht
    exact ht
  · intro h
    -- the permittivity is the square of the index, with derivative 2 at `n = 1`
    have hs : HasDerivAt (fun z : ℂ => z ^ 2) 2 1 :=
      (hasDerivAt_pow 2 (1 : ℂ)).congr_deriv (by norm_num)
    have ht := optical_function_tail (eps := fun w => refractiveIndex (eps w)) h hs
    simp only [refractiveIndex_sq, one_pow] at ht
    rw [show -(2 * (P / 2)) = -P by ring] at ht
    exact ht
```

## (f) Three coefficients from one

Show that the assumption on $\varepsilon$ implies
$$w^2(n-1)\to-\frac P2,\qquad w^2\left(\frac1\varepsilon-1\right)\to P,\qquad w^2\,\frac{1-n}{1+n}\to\frac P4 .$$

The first limit is (e). For the second, $g(z)=1/z$ has $g'(z)=-1/z^2$, so $g'(1)=-1$ and (c) gives $-(-1)P=P$. For the third, regard $r$ as a function of $n$:
$$r(n)=\frac{1-n}{1+n},\qquad r'(n)=-\frac{2}{(1+n)^2},\qquad r(1)=0,\quad r'(1)=-\frac12 .$$
Applying (c) to $n$, whose deviation $n-1$ has coefficient $-P/2$, gives $-(-\tfrac12)\tfrac P2=\tfrac P4$. The derivatives appear as `hi` and `hr`.

The simplest case is a gas of free, undamped electrons, $\varepsilon=1-P/w^2$. There
$$w^2\left(\frac1\varepsilon-1\right)=\frac{P}{1-P/w^2},$$
which visibly tends to $P$.

These are statements about tails, whereas an f-sum rule is an integral over absorption. Passing from one to the other takes causality and sufficient decay of the absorptive part, through the Kramers–Kronig relations, neither of which is assumed here. For computed spectra of a scalar, local model with a free-electron tail, the three limits say which constant $w^2$ times the deviation of each optical function from its vacuum value should approach.

```lean
/-- If `w² (ε - 1)` tends to `-P`, then `w² (n - 1)` tends to `-P/2`, `w² (1/ε - 1)` to `P`,
and `w² (1 - n)/(1 + n)` to `P/4`. -/
theorem sum_rule_coefficients {eps : ℝ → ℂ} {P : ℂ}
    (h : HasTail (fun w => eps w - 1) (-P)) :
    HasTail (fun w => refractiveIndex (eps w) - 1) (-(P / 2)) ∧
    HasTail (fun w => (eps w)⁻¹ - 1) P ∧
    HasTail (fun w => reflectionAmplitude (refractiveIndex (eps w))) (P / 4) := by
  have hn := refractiveIndex_tail_iff.1 h
  refine ⟨hn, ?_, ?_⟩
  · -- inverse permittivity: derivative -1 at the vacuum value
    have hi : HasDerivAt (fun z : ℂ => z⁻¹) (-1) 1 :=
      (hasDerivAt_inv (one_ne_zero : (1 : ℂ) ≠ 0)).congr_deriv (by norm_num)
    have ht := optical_function_tail h hi
    simp only [inv_one] at ht
    rw [show -(-1 * P) = P by ring] at ht
    exact ht
  · -- reflection amplitude: derivative -1/2 with respect to the index
    have hr : HasDerivAt (fun n : ℂ => (1 - n) / (1 + n)) (-1 / 2) 1 :=
      (((hasDerivAt_id' (1 : ℂ)).const_sub 1).fun_div
        ((hasDerivAt_id' (1 : ℂ)).const_add 1) (by norm_num)).congr_deriv (by norm_num)
    have hr' : HasDerivAt reflectionAmplitude (-1 / 2) 1 := hr
    have h0 : reflectionAmplitude 1 = 0 := by simp [reflectionAmplitude]
    have ht := optical_function_tail (eps := fun w => refractiveIndex (eps w)) hn hr'
    simp only [h0, sub_zero] at ht
    rw [show -(-1 / 2 * (P / 2)) = P / 4 by ring] at ht
    exact ht
```

## (g) When two high-frequency coefficients differ

Let $P\neq0$, and let $f$ and $g$ have complex derivatives $f'\ne g'$ at 1. If $w^2(f(\varepsilon)-f(1))\to a$ and $w^2(g(\varepsilon)-g(1))\to b$, show that
$$a\neq b .$$

By (c) and the uniqueness of limits, $a=-f'P$ and $b=-g'P$. If $a=b$, dividing by $-P$ gives $f'=g'$, a contradiction. For $P=0$ both coefficients vanish, so the conclusion fails. Lean obtains `ea` and `eb` from `tendsto_nhds_unique` and cancels $P$ with `mul_right_cancel₀`.

As functions of $\varepsilon$, the permittivity, index, inverse permittivity and reflection amplitude have derivatives $1$, $\tfrac12$, $-1$ and $-\tfrac14$ at 1. All four coefficients therefore differ, though those of $\varepsilon$ and $1/\varepsilon$ differ only in sign.

```lean
/-- If `w² (ε - 1)` tends to `-P` with `P ≠ 0`, two optical functions with different complex
derivatives at `ε = 1` have deviations from their values at `ε = 1` with different high-frequency
coefficients. -/
theorem normalizations_differ {eps : ℝ → ℂ} {P a b f' g' : ℂ} {f g : ℂ → ℂ}
    (h : HasTail (fun w => eps w - 1) (-P)) (hP : P ≠ 0)
    (hf : HasDerivAt f f' 1) (hg : HasDerivAt g g' 1) (hne : f' ≠ g')
    (ha : HasTail (fun w => f (eps w) - f 1) a)
    (hb : HasTail (fun w => g (eps w) - g 1) b) : a ≠ b := by
  have ea : a = -(f' * P) := tendsto_nhds_unique ha (optical_function_tail h hf)
  have eb : b = -(g' * P) := tendsto_nhds_unique hb (optical_function_tail h hg)
  intro hab
  rw [ea, eb] at hab
  exact hne (mul_right_cancel₀ hP (neg_injective hab))
```

## (h) The reflectance at high frequency

Show that the reflected fraction of the intensity, $|r|^2$, satisfies
$$w^4|r(w)|^2\to\frac{|P|^2}{16}.$$

Since $w$ is real, $w^4|r|^2=|w^2r|^2$. By (f), $w^2r\to P/4$, and taking the modulus and squaring are continuous, so the limit is $|P/4|^2=|P|^2/16$. For $P\ne0$ the reflectance thus falls as the inverse fourth power of the frequency. The expression `hr.norm.pow 2` carries out both operations on the limit.

```lean
/-- If `w² (ε - 1)` tends to `-P`, the normal-incidence reflectance `|r|²` satisfies
`w⁴ |r|² → |P|²/16`. -/
theorem reflectance_tail {eps : ℝ → ℂ} {P : ℂ}
    (h : HasTail (fun w => eps w - 1) (-P)) :
    Tendsto (fun w : ℝ => w ^ 4 * ‖reflectionAmplitude (refractiveIndex (eps w))‖ ^ 2)
      atTop (𝓝 (‖P‖ ^ 2 / 16)) := by
  have hr := (sum_rule_coefficients h).2.2
  unfold HasTail at hr
  have h2 := hr.norm.pow 2
  have h4 : ‖(4 : ℂ)‖ = 4 := by norm_num
  rw [norm_div, h4, show (‖P‖ / 4) ^ 2 = ‖P‖ ^ 2 / 16 by ring] at h2
  refine h2.congr fun w => ?_
  simp only [norm_mul, norm_pow, Complex.norm_real, Real.norm_eq_abs, sq_abs]
  ring
```

## (i) The damped oscillator as an example

Show that for all real $P$, $w_0$ and $\gamma$ the Lorentz permittivity satisfies
$$w^2\,\frac{P}{w_0^2-w^2-i\gamma w}\to-P .$$

Divide numerator and denominator by $w^2$:
$$w^2(\varepsilon-1)=\frac{P}{w_0^2/w^2-1-i\gamma/w}.$$
By (a) the denominator tends to $-1$, so the quotient tends to $-P$. Resonance and damping drop out of the leading tail, and all the limits above apply to this material. In the proof, `hD` is the limit of the rescaled denominator, `hq` that of the quotient, and `hfac` the division by $w^2$.

```lean
/-- The damped Lorentz oscillator of strength `P` satisfies `w² (ε - 1) → -P`, whatever its
resonance frequency and damping. -/
theorem lorentz_witness (P w0 γ : ℝ) :
    HasTail (fun w => lorentzPermittivity P w0 γ w - 1) (-(P : ℂ)) := by
  have hu := tendsto_inv_frequency
  -- the denominator divided by `w²` tends to -1
  have hD := (((hu.pow 2).const_mul ((w0 : ℂ) ^ 2)).sub_const 1).sub
    (hu.const_mul (Complex.I * γ))
  rw [show (w0 : ℂ) ^ 2 * 0 ^ 2 - 1 - Complex.I * γ * 0 = -1 by ring] at hD
  have hq := (tendsto_const_nhds (x := (P : ℂ))).div hD (by norm_num)
  rw [div_neg, div_one] at hq
  refine hq.congr' ?_
  filter_upwards [eventually_gt_atTop (0 : ℝ)] with w hw
  have hw' : (w : ℂ) ≠ 0 := by exact_mod_cast hw.ne'
  have e : (w : ℂ) * (w : ℂ)⁻¹ = 1 := mul_inv_cancel₀ hw'
  have hfac : (w0 : ℂ) ^ 2 * ((w : ℂ)⁻¹) ^ 2 - 1 - Complex.I * γ * (w : ℂ)⁻¹ =
      ((w0 : ℂ) ^ 2 - (w : ℂ) ^ 2 - Complex.I * γ * w) * ((w : ℂ)⁻¹) ^ 2 := by
    linear_combination ((w : ℂ) * (w : ℂ)⁻¹ + 1 + Complex.I * γ * (w : ℂ)⁻¹) * e
  change (P : ℂ) / ((w0 : ℂ) ^ 2 * ((w : ℂ)⁻¹) ^ 2 - 1 - Complex.I * γ * (w : ℂ)⁻¹) =
    (w : ℂ) ^ 2 * (1 + (P : ℂ) / ((w0 : ℂ) ^ 2 - (w : ℂ) ^ 2 - Complex.I * γ * w) - 1)
  rw [hfac, add_sub_cancel_left, div_eq_mul_inv, div_eq_mul_inv, mul_inv, inv_pow, inv_inv]
  ring

end

end HighFrequencySumRules
```

```lean
#print axioms HighFrequencySumRules.refractiveIndex_sq
#print axioms HighFrequencySumRules.normalizations_differ
#print axioms HighFrequencySumRules.reflectance_tail
```

```
'HighFrequencySumRules.refractiveIndex_sq' depends on axioms: [propext, Classical.choice, Quot.sound]
'HighFrequencySumRules.normalizations_differ' depends on axioms: [propext, Classical.choice, Quot.sound]
'HighFrequencySumRules.reflectance_tail' depends on axioms: [propext, Classical.choice, Quot.sound]
```
